# Centroid distance and spreads bound the absolute overlap of two real normalised orbitals on finitely many points

A calculation with localised orbitals may skip the exchange integral between two orbitals whose centroids lie far apart compared with their spreads. Such a choice can be supported by a bound on how much the two orbitals share space. For orthogonal orbitals the signed overlap is zero and says nothing about this, whereas the sum of $|u_x v_x|$ is the total absolute weight of the product density that enters exchange integrals. A small sum does not by itself bound the Coulomb exchange integral, which also depends on how tightly that weight is concentrated.

Let real orbitals $u,v$ have amplitudes $u_x,v_x$ at points $r_x\in\mathbb R^d$, with $\sum_x u_x^2=\sum_x v_x^2=1$. In Lean, the finite type `ι` labels the points, which need not be distinct, and `EuclideanSpace ℝ (Fin d)` supplies the Euclidean distance.

For an orbital $\varphi$ on a quadrature grid with positive weights $w_x$, take $u_x=\sqrt{w_x}\,\varphi(r_x)$, rescaled if necessary so that $\sum_x u_x^2=1$ holds exactly. The passage from these sums to integrals over continuous space is not proved here.

```lean
import Mathlib

open Finset

namespace OrbitalSeparation

noncomputable section

variable {ι : Type*} [Fintype ι] {d : ℕ}
```

## Centroid, spread and absolute overlap

The centroid of $u$ is its mean position $a=\sum_x u_x^2 r_x$; that of $v$ is $b$. The definition does not divide by the norm, so it relies on normalisation.

```lean
/-- The centroid `∑ u_x² r_x` of the density of a normalised orbital `u` on the sites `r_x`. -/
def centroid (r : ι → EuclideanSpace ℝ (Fin d)) (u : ι → ℝ) : EuclideanSpace ℝ (Fin d) :=
  ∑ x, u x ^ 2 • r x
```

The spread of $u$ is $s=\big(\sum_x u_x^2\|r_x-a\|^2\big)^{1/2}$, and that of $v$ is $t$. This is a length; for Wannier functions, "spread" often means its square.

```lean
/-- The root-mean-square spread of the density of a normalised orbital about its centroid. -/
def spread (r : ι → EuclideanSpace ℝ (Fin d)) (u : ι → ℝ) : ℝ :=
  Real.sqrt (∑ x, u x ^ 2 * ‖r x - centroid r u‖ ^ 2)
```

The letter $S$ denotes $\sum_x|u_xv_x|$, not the usual signed overlap.

```lean
/-- The absolute overlap `∑ |u_x v_x|` of two orbitals. -/
def absOverlap (u v : ι → ℝ) : ℝ := ∑ x, |u x * v x|
```

## Only the part of $|v|$ orthogonal to $|u|$ contributes

Displacements from the centroid average to zero:
$$\sum_x u_x^2(r_x-a)=a-\Big(\sum_x u_x^2\Big)a=0.$$

```lean
/-- For a normalised orbital, the displacement from the centroid averages to zero. -/
theorem mean_displacement_eq_zero (r : ι → EuclideanSpace ℝ (Fin d)) (u : ι → ℝ)
    (hu : ∑ x, u x ^ 2 = 1) : ∑ x, u x ^ 2 • (r x - centroid r u) = 0 := by
  simp only [smul_sub, Finset.sum_sub_distrib, ← Finset.sum_smul, hu, one_smul]
  exact sub_self _
```

Remove from $|v|$ its component along $|u|$, leaving $g_x=|v_x|-S|u_x|$. Expanding the square gives
$$\sum_x g_x^2=1-2S\cdot S+S^2=1-S^2,$$
so $S\le1$. Lean expands each term in `h`, then sums using the two normalisations.

```lean
/-- For normalised orbitals with absolute overlap `S`, the vector `|v| - S |u|` has
squared norm `1 - S²`. -/
theorem residual_norm_sq (u v : ι → ℝ) (hu : ∑ x, u x ^ 2 = 1) (hv : ∑ x, v x ^ 2 = 1) :
    ∑ x, (|v x| - absOverlap u v * |u x|) ^ 2 = 1 - absOverlap u v ^ 2 := by
  have h : ∀ x, (|v x| - absOverlap u v * |u x|) ^ 2
      = v x ^ 2 - 2 * absOverlap u v * |u x * v x| + absOverlap u v ^ 2 * u x ^ 2 := by
    intro x
    rw [abs_mul, ← sq_abs (v x), ← sq_abs (u x)]
    ring
  have hS : ∑ x, |u x * v x| = absOverlap u v := rfl
  rw [Finset.sum_congr rfl (fun x _ => h x), Finset.sum_add_distrib, Finset.sum_sub_distrib,
    ← Finset.mul_sum, ← Finset.mul_sum, hu, hv, hS]
  ring
```

Since $|u_xv_x|=|u_x|g_x+S u_x^2$, the vanishing average removes the second term:
$$\sum_x|u_xv_x|(r_x-a)=\sum_x|u_x|\,g_x\,(r_x-a).$$
The triangle and Cauchy–Schwarz inequalities then give
$$\Big\|\sum_x|u_xv_x|(r_x-a)\Big\|\le\sum_x|u_x|\,\|r_x-a\|\,|g_x|\le s\sqrt{1-S^2}.$$
The equation is `h1`; the `calc` chain carries out the two inequalities.

```lean
/-- For normalised orbitals with absolute overlap `S`, the displacements from the centroid of `u`,
weighted by `|u_x v_x|`, sum to a vector of norm at most the spread of `u` times `√(1 - S²)`. -/
theorem transition_displacement_le (r : ι → EuclideanSpace ℝ (Fin d)) (u v : ι → ℝ)
    (hu : ∑ x, u x ^ 2 = 1) (hv : ∑ x, v x ^ 2 = 1) :
    ‖∑ x, |u x * v x| • (r x - centroid r u)‖
      ≤ spread r u * Real.sqrt (1 - absOverlap u v ^ 2) := by
  -- the component of |v| along |u| does not contribute
  have h1 : ∑ x, (|u x| * (|v x| - absOverlap u v * |u x|)) • (r x - centroid r u)
      = ∑ x, |u x * v x| • (r x - centroid r u) := by
    have h : ∀ x, (|u x| * (|v x| - absOverlap u v * |u x|)) • (r x - centroid r u)
        = |u x * v x| • (r x - centroid r u)
          - absOverlap u v • (u x ^ 2 • (r x - centroid r u)) := by
      intro x
      rw [abs_mul, ← sq_abs (u x)]
      module
    rw [Finset.sum_congr rfl (fun x _ => h x), Finset.sum_sub_distrib, ← Finset.smul_sum,
      mean_displacement_eq_zero r u hu, smul_zero, sub_zero]
  rw [← h1]
  -- triangle inequality, then Cauchy-Schwarz
  calc ‖∑ x, (|u x| * (|v x| - absOverlap u v * |u x|)) • (r x - centroid r u)‖
      ≤ ∑ x, ‖(|u x| * (|v x| - absOverlap u v * |u x|)) • (r x - centroid r u)‖ :=
        norm_sum_le _ _
    _ = ∑ x, (|u x| * ‖r x - centroid r u‖) * abs (|v x| - absOverlap u v * |u x|) := by
        apply Finset.sum_congr rfl
        intro x _
        rw [norm_smul, Real.norm_eq_abs, abs_mul, abs_abs]
        ring
    _ ≤ Real.sqrt (∑ x, (|u x| * ‖r x - centroid r u‖) ^ 2)
          * Real.sqrt (∑ x, (abs (|v x| - absOverlap u v * |u x|)) ^ 2) :=
        Real.sum_mul_le_sqrt_mul_sqrt _ _ _
    _ = spread r u * Real.sqrt (1 - absOverlap u v ^ 2) := by
        simp only [mul_pow, sq_abs]
        rw [residual_norm_sq u v hu hv]
        rfl
```

## From displacements to separation

Subtracting the displacements from the two centroids cancels $r_x$:
$$S(a-b)=\sum_x|u_xv_x|(r_x-b)-\sum_x|u_xv_x|(r_x-a).$$
The previous estimate, used once for each orbital, yields
$$\|a-b\|\,S\le(s+t)\sqrt{1-S^2}.$$
In Lean, `key` is the vector identity, and `h1` and `h2` are the two estimates.

```lean
/-- For normalised orbitals with absolute overlap `S`, the distance between the centroids times
`S` is at most the sum of the spreads times `√(1 - S²)`. -/
theorem separation_mul_overlap_le_sharp (r : ι → EuclideanSpace ℝ (Fin d)) (u v : ι → ℝ)
    (hu : ∑ x, u x ^ 2 = 1) (hv : ∑ x, v x ^ 2 = 1) :
    ‖centroid r u - centroid r v‖ * absOverlap u v
      ≤ (spread r u + spread r v) * Real.sqrt (1 - absOverlap u v ^ 2) := by
  have hS : 0 ≤ absOverlap u v := Finset.sum_nonneg fun _ _ => abs_nonneg _
  have hcomm : absOverlap v u = absOverlap u v :=
    Finset.sum_congr rfl fun x _ => by rw [mul_comm]
  -- the separation is a difference of two weighted displacements
  have key : absOverlap u v • (centroid r u - centroid r v)
      = ∑ x, |v x * u x| • (r x - centroid r v) - ∑ x, |u x * v x| • (r x - centroid r u) := by
    rw [← Finset.sum_sub_distrib, absOverlap, Finset.sum_smul]
    apply Finset.sum_congr rfl
    intro x _
    rw [mul_comm (v x) (u x)]
    module
  have h1 := transition_displacement_le r u v hu hv
  have h2 := transition_displacement_le r v u hv hu
  rw [hcomm] at h2
  have h3 := norm_sub_le (∑ x, |v x * u x| • (r x - centroid r v))
    (∑ x, |u x * v x| • (r x - centroid r u))
  rw [← key, norm_smul, Real.norm_of_nonneg hS] at h3
  linarith
```

Because $\sqrt{1-S^2}\le1$, the simpler bound $\|a-b\|S\le s+t$ follows. In the limiting case $s=t=0$, it says that orbitals with distinct centroids have $S=0$.

```lean
/-- For normalised orbitals, the distance between the centroids times the absolute overlap is at
most the sum of the spreads. -/
theorem separation_mul_overlap_le (r : ι → EuclideanSpace ℝ (Fin d)) (u v : ι → ℝ)
    (hu : ∑ x, u x ^ 2 = 1) (hv : ∑ x, v x ^ 2 = 1) :
    ‖centroid r u - centroid r v‖ * absOverlap u v ≤ spread r u + spread r v := by
  have hq : Real.sqrt (1 - absOverlap u v ^ 2) ≤ 1 := by
    rw [Real.sqrt_le_iff]
    constructor <;> nlinarith [sq_nonneg (absOverlap u v)]
  have hst : 0 ≤ spread r u + spread r v := add_nonneg (Real.sqrt_nonneg _) (Real.sqrt_nonneg _)
  exact (separation_mul_overlap_le_sharp r u v hu hv).trans (mul_le_of_le_one_right hst hq)
```

For screening, write $D=\|a-b\|$ and square the sharper bound to get $S^2D^2\le(s+t)^2(1-S^2)$, or
$$S^2\big(D^2+(s+t)^2\big)\le(s+t)^2.$$
If $D=10(s+t)>0$, then $S\le1/\sqrt{101}$, just under $0.1$. The actual overlap can be far smaller: at fixed spreads the bound falls only as $1/D$ for large $D$, whereas the overlap of two Gaussian orbitals of equal width falls exponentially in $D^2$.

```lean
/-- For normalised orbitals at centroid distance `D` with spreads `s` and `t`, the absolute
overlap `S` obeys `S² (D² + (s + t)²) ≤ (s + t)²`. -/
theorem overlap_sq_le (r : ι → EuclideanSpace ℝ (Fin d)) (u v : ι → ℝ)
    (hu : ∑ x, u x ^ 2 = 1) (hv : ∑ x, v x ^ 2 = 1) :
    absOverlap u v ^ 2 * (‖centroid r u - centroid r v‖ ^ 2 + (spread r u + spread r v) ^ 2)
      ≤ (spread r u + spread r v) ^ 2 := by
  have hS : 0 ≤ absOverlap u v := Finset.sum_nonneg fun _ _ => abs_nonneg _
  have hR : 0 ≤ 1 - absOverlap u v ^ 2 := by
    rw [← residual_norm_sq u v hu hv]
    exact Finset.sum_nonneg fun _ _ => sq_nonneg _
  have h := pow_le_pow_left₀ (mul_nonneg (norm_nonneg _) hS)
    (separation_mul_overlap_le_sharp r u v hu hv) 2
  rw [mul_pow, mul_pow, Real.sq_sqrt hR] at h
  linarith
```

## Two sites attain equality

Put $u=(\cos\alpha,\sin\alpha)$ on sites $p,q$. Then $p-a=\sin^2\alpha\,(p-q)$ and $q-a=-\cos^2\alpha\,(p-q)$, so
$$s^2=\cos^2\alpha\sin^2\alpha\,(\sin^2\alpha+\cos^2\alpha)\|p-q\|^2.$$
Taking the root gives $s=|\cos\alpha\sin\alpha|\,\|p-q\|$.

```lean
/-- On two sites `p` and `q`, the orbital `(cos α, sin α)` has spread `|cos α sin α| ‖p - q‖`. -/
theorem dimer_spread (p q : EuclideanSpace ℝ (Fin d)) (α : ℝ) :
    spread ![p, q] ![Real.cos α, Real.sin α] = |Real.cos α * Real.sin α| * ‖p - q‖ := by
  have hc : Real.cos α ^ 2 = 1 - Real.sin α ^ 2 := by linarith [Real.sin_sq_add_cos_sq α]
  have h1 : p - centroid ![p, q] ![Real.cos α, Real.sin α] = (Real.sin α ^ 2) • (p - q) := by
    simp only [centroid, Fin.sum_univ_two, Matrix.cons_val_zero, Matrix.cons_val_one]
    rw [hc]
    module
  have h2 : q - centroid ![p, q] ![Real.cos α, Real.sin α] = (-(Real.cos α ^ 2)) • (p - q) := by
    simp only [centroid, Fin.sum_univ_two, Matrix.cons_val_zero, Matrix.cons_val_one]
    rw [hc]
    module
  unfold spread
  have hs : ∑ x, ![Real.cos α, Real.sin α] x ^ 2
      * ‖![p, q] x - centroid ![p, q] ![Real.cos α, Real.sin α]‖ ^ 2
      = (Real.cos α * Real.sin α * ‖p - q‖) ^ 2 := by
    simp only [Fin.sum_univ_two, Matrix.cons_val_zero, Matrix.cons_val_one, h1, h2, norm_smul,
      Real.norm_eq_abs, mul_pow, sq_abs]
    linear_combination (Real.cos α ^ 2 * Real.sin α ^ 2 * ‖p - q‖ ^ 2)
      * Real.sin_sq_add_cos_sq α
  rw [hs, Real.sqrt_sq_eq_abs, abs_mul, abs_norm]
```

Let $v=(\cos\beta,\sin\beta)$, with both angles in $[0,\pi/2]$. All amplitudes are then nonnegative, and
$$\begin{aligned}
S&=\cos(\alpha-\beta),\\
a-b&=-\sin(\alpha-\beta)\sin(\alpha+\beta)(p-q),\\
s+t&=\sin(\alpha+\beta)\cos(\alpha-\beta)\|p-q\|.
\end{aligned}$$
Both sides of the sharper bound equal $|\sin(\alpha-\beta)|\sin(\alpha+\beta)\cos(\alpha-\beta)\|p-q\|$. Lean obtains the three formulas through `hS`, `hD` and `e2`. The sites may coincide, in which case both sides vanish.

```lean
/-- On two sites, the orbitals `(cos α, sin α)` and `(cos β, sin β)` with angles between `0` and
`π/2` attain equality in the bound with the factor `√(1 - S²)`. -/
theorem dimer_equality (p q : EuclideanSpace ℝ (Fin d)) (α β : ℝ)
    (hα : α ∈ Set.Icc 0 (Real.pi / 2)) (hβ : β ∈ Set.Icc 0 (Real.pi / 2)) :
    let r := ![p, q]
    let u := ![Real.cos α, Real.sin α]
    let v := ![Real.cos β, Real.sin β]
    ‖centroid r u - centroid r v‖ * absOverlap u v
      = (spread r u + spread r v) * Real.sqrt (1 - absOverlap u v ^ 2) := by
  intro r u v
  obtain ⟨a0, a1⟩ := hα
  obtain ⟨b0, b1⟩ := hβ
  have hpi := Real.pi_pos
  have ca := Real.cos_nonneg_of_neg_pi_div_two_le_of_le (x := α) (by linarith) a1
  have cb := Real.cos_nonneg_of_neg_pi_div_two_le_of_le (x := β) (by linarith) b1
  have sa := Real.sin_nonneg_of_nonneg_of_le_pi a0 (by linarith)
  have sb := Real.sin_nonneg_of_nonneg_of_le_pi b0 (by linarith)
  have sab := Real.sin_nonneg_of_nonneg_of_le_pi (x := α + β) (by linarith) (by linarith)
  have ha := Real.sin_sq_add_cos_sq α
  have hb := Real.sin_sq_add_cos_sq β
  have hS : absOverlap u v = Real.cos (α - β) := by
    simp only [u, v, absOverlap, Fin.sum_univ_two, Matrix.cons_val_zero, Matrix.cons_val_one]
    rw [abs_of_nonneg (mul_nonneg ca cb), abs_of_nonneg (mul_nonneg sa sb), Real.cos_sub]
  have hQ : Real.sqrt (1 - Real.cos (α - β) ^ 2) = |Real.sin (α - β)| := by
    rw [← Real.sqrt_sq_eq_abs]
    congr 1
    linarith [Real.sin_sq_add_cos_sq (α - β)]
  -- the separation and the sum of the spreads share the factor sin (α + β)
  have e1 : Real.sin (α - β) * Real.sin (α + β) = Real.sin α ^ 2 - Real.sin β ^ 2 := by
    rw [Real.sin_sub, Real.sin_add]
    linear_combination Real.sin α ^ 2 * hb - Real.sin β ^ 2 * ha
  have e2 : Real.cos α * Real.sin α + Real.cos β * Real.sin β
      = Real.sin (α + β) * Real.cos (α - β) := by
    rw [Real.sin_add, Real.cos_sub]
    linear_combination -(Real.sin α * Real.cos α) * hb - (Real.sin β * Real.cos β) * ha
  have hD : centroid r u - centroid r v
      = (-(Real.sin (α - β) * Real.sin (α + β))) • (p - q) := by
    have hca : Real.cos α ^ 2 = 1 - Real.sin α ^ 2 := by linarith
    have hcb : Real.cos β ^ 2 = 1 - Real.sin β ^ 2 := by linarith
    rw [e1]
    simp only [r, u, v, centroid, Fin.sum_univ_two, Matrix.cons_val_zero, Matrix.cons_val_one]
    rw [hca, hcb]
    module
  rw [hS, hQ, hD, dimer_spread p q α, dimer_spread p q β, norm_smul, Real.norm_eq_abs, abs_neg,
    abs_mul (Real.sin (α - β)) (Real.sin (α + β)), abs_of_nonneg sab,
    abs_of_nonneg (mul_nonneg ca sa), abs_of_nonneg (mul_nonneg cb sb)]
  linear_combination (-(‖p - q‖ * |Real.sin (α - β)|)) * e2

end

end OrbitalSeparation
```

```lean
#print axioms OrbitalSeparation.separation_mul_overlap_le
#print axioms OrbitalSeparation.overlap_sq_le
#print axioms OrbitalSeparation.dimer_equality
```

```
'OrbitalSeparation.separation_mul_overlap_le' depends on axioms: [propext, Classical.choice, Quot.sound]
'OrbitalSeparation.overlap_sq_le' depends on axioms: [propext, Classical.choice, Quot.sound]
'OrbitalSeparation.dimer_equality' depends on axioms: [propext, Classical.choice, Quot.sound]
```
